# Two-sweep recursion for the diagonal blocks of a block-tridiagonal inverse

In an orthonormal basis, the local density of states in each slice of a device follows from the diagonal blocks of the retarded Green function. One can compute these blocks by sweeping once from left to right and once back, without forming the whole inverse. The file below proves the recursion behind these sweeps for slices with equal numbers of orbitals, assuming that every inverse taken on the way out exists.

In Lean 4 with Mathlib:

```lean
import Mathlib

open Matrix

namespace RecursiveGreenDiagonal

variable {R : Type*} [Ring R] {N : ℕ}

/-- On-site part of a device with `N` slices: the diagonal matrix with entries `d i`. -/
def onSite (N : ℕ) (d : ℕ → R) : Matrix (Fin N) (Fin N) R :=
  Matrix.diagonal fun i => d i

/-- Upper couplings: the entry between slices `i` and `i + 1` is `u i`. -/
def upper (N : ℕ) (u : ℕ → R) : Matrix (Fin N) (Fin N) R :=
  Matrix.of fun i j => if (i : ℕ) + 1 = j then u i else 0

/-- Lower couplings: the entry between slices `j + 1` and `j` is `l j`. -/
def lower (N : ℕ) (l : ℕ → R) : Matrix (Fin N) (Fin N) R :=
  Matrix.of fun i j => if (j : ℕ) + 1 = i then l j else 0

/-- The tridiagonal device matrix. -/
def device (N : ℕ) (d u l : ℕ → R) : Matrix (Fin N) (Fin N) R :=
  onSite N d + upper N u + lower N l

/-- Left self-energy built from `g`: zero on the first slice and `l i * g i * u i` on slice `i + 1`.
-/
def leftSelfEnergy (u l g : ℕ → R) : ℕ → R
  | 0 => 0
  | i + 1 => l i * g i * u i

/-- `g i` is the two-sided inverse of the on-site term minus the left self-energy,
for each of the `N` slices. -/
def IsLeftConnected (N : ℕ) (d u l g : ℕ → R) : Prop :=
  ∀ i < N, (d i - leftSelfEnergy u l g i) * g i = 1 ∧
    g i * (d i - leftSelfEnergy u l g i) = 1

lemma onSite_mul_eq_one (a b : ℕ → R) (h : ∀ i < N, a i * b i = 1) :
    onSite N a * onSite N b = 1 := by
  have e : (fun i : Fin N => a i * b i) = fun _ => 1 := funext fun i => h i i.isLt
  unfold onSite
  rw [Matrix.diagonal_mul_diagonal, e, Matrix.diagonal_one]

lemma upper_mul_apply (u : ℕ → R) (M : Matrix (Fin N) (Fin N) R) (i j k : Fin N)
    (h : (i : ℕ) + 1 = k) : (upper N u * M) i j = u i * M k j := by
  rw [Matrix.mul_apply, Finset.sum_eq_single k]
  · simp [upper, h]
  · intro b _ hb
    have hne : (i : ℕ) + 1 ≠ b := fun e => hb (Fin.ext (by omega))
    simp [upper, hne]
  · simp

lemma mul_lower_apply (l : ℕ → R) (M : Matrix (Fin N) (Fin N) R) (i j k : Fin N)
    (h : (j : ℕ) + 1 = k) : (M * lower N l) i j = M i k * l j := by
  rw [Matrix.mul_apply, Finset.sum_eq_single k]
  · simp [lower, h]
  · intro b _ hb
    have hne : (j : ℕ) + 1 ≠ b := fun e => hb (Fin.ext (by omega))
    simp [lower, hne]
  · simp

/-- Hopping to the left neighbour, propagating there with `g` and hopping back gives
the left self-energy. -/
theorem hop_propagate_hop (u l g : ℕ → R) :
    lower N l * onSite N g * upper N u = onSite N (leftSelfEnergy u l g) := by
  ext i j
  have e : ∀ k, (lower N l * onSite N g) i k = lower N l i k * g k := fun k => by
    simp [onSite]
  rw [Matrix.mul_apply]
  rcases Nat.eq_zero_or_pos (i : ℕ) with h0 | h0
  · rw [Finset.sum_eq_zero]
    · by_cases hij : i = j
      · subst hij
        simp [onSite, h0, leftSelfEnergy]
      · simp [onSite, hij]
    · intro k _
      rw [e]
      simp [lower, h0]
  · have hi := i.isLt
    obtain ⟨k, hk⟩ : ∃ k : Fin N, (k : ℕ) + 1 = i :=
      ⟨⟨(i : ℕ) - 1, by omega⟩, Nat.sub_add_cancel h0⟩
    have hs : leftSelfEnergy u l g i = l k * g k * u k := by rw [← hk]; rfl
    rw [Finset.sum_eq_single k]
    · rw [e]
      by_cases hij : i = j
      · subst hij
        simp [lower, upper, onSite, hk, hs]
      · have hkj : (k : ℕ) + 1 ≠ j := fun h => hij (Fin.ext (by omega))
        simp [upper, onSite, hkj, hij]
    · intro b _ hb
      have hne : (b : ℕ) + 1 ≠ i := fun h => hb (Fin.ext (by omega))
      rw [e]
      simp [lower, hne]
    · simp

/-- The forward sweep factorizes the device matrix into a lower triangular, a diagonal and
an upper triangular matrix. -/
theorem device_factorization {d u l g : ℕ → R} (hg : IsLeftConnected N d u l g) :
    device N d u l = (1 + lower N l * onSite N g) *
      onSite N (fun i => d i - leftSelfEnergy u l g i) * (1 + onSite N g * upper N u) := by
  have h1 := onSite_mul_eq_one (N := N) _ _ fun i hi => (hg i hi).2
  have h2 := onSite_mul_eq_one (N := N) _ _ fun i hi => (hg i hi).1
  have h4 : onSite N d = onSite N (fun i => d i - leftSelfEnergy u l g i)
      + onSite N (leftSelfEnergy u l g) := by
    simp [onSite, Matrix.diagonal_add]
  have expand : ∀ L G D U : Matrix (Fin N) (Fin N) R,
      (1 + L * G) * D * (1 + G * U) = D + D * G * U + L * (G * D) + L * (G * D) * G * U := by
    intro L G D U
    noncomm_ring
  rw [expand, h1, h2, one_mul, mul_one, hop_propagate_hop, device, h4]
  abel

/-- One plus a matrix that only couples slices of strictly increasing order `f` is invertible. -/
theorem isUnit_one_add_of_triangular (K : Matrix (Fin N) (Fin N) R) (f : Fin N → ℕ)
    (hf : ∀ i, f i < N) (hK : ∀ i j, f j ≤ f i → K i j = 0) : IsUnit (1 + K) := by
  -- each power of `K` moves at least one step further from the diagonal
  have key : ∀ (m : ℕ) (i j : Fin N), f j < f i + m → (K ^ m) i j = 0 := by
    intro m
    induction m with
    | zero =>
      intro i j h
      have hij : i ≠ j := by rintro rfl; omega
      rw [pow_zero, Matrix.one_apply_ne hij]
    | succ m ih =>
      intro i j h
      rw [pow_succ, Matrix.mul_apply]
      refine Finset.sum_eq_zero fun k _ => ?_
      by_cases hk : f k < f i + m
      · rw [ih i k hk, zero_mul]
      · rw [hK k j (by omega), mul_zero]
  refine IsNilpotent.isUnit_one_add ⟨N, ?_⟩
  ext i j
  exact key N i j (by have := hf j; omega)

lemma lower_part (l g : ℕ → R) (i j : Fin N) (h : (i : ℕ) ≤ j) :
    (lower N l * onSite N g) i j = 0 := by
  have hne : (j : ℕ) + 1 ≠ i := by omega
  simp [onSite, lower, hne]

lemma upper_part (u g : ℕ → R) (i j : Fin N) (h : (j : ℕ) ≤ i) :
    (onSite N g * upper N u) i j = 0 := by
  have hne : (i : ℕ) + 1 ≠ j := by omega
  simp [onSite, upper, hne]

lemma isUnit_lower (l g : ℕ → R) : IsUnit (1 + lower N l * onSite N g) :=
  isUnit_one_add_of_triangular _ (fun i => N - 1 - i) (fun i => by have := i.isLt; omega)
    fun i j h => lower_part l g i j (by have := i.isLt; have := j.isLt; omega)

/-- If all left-connected Green functions exist, the device matrix is invertible. -/
theorem device_isUnit {d u l g : ℕ → R} (hg : IsLeftConnected N d u l g) :
    IsUnit (device N d u l) := by
  have h1 := onSite_mul_eq_one (N := N) _ _ fun i hi => (hg i hi).2
  have h2 := onSite_mul_eq_one (N := N) _ _ fun i hi => (hg i hi).1
  rw [device_factorization hg]
  exact ((isUnit_lower l g).mul ⟨⟨_, _, h2, h1⟩, rfl⟩).mul
    (isUnit_one_add_of_triangular _ (fun i => i) (fun i => i.isLt) (upper_part u g))

/-- The triangular factors of the forward sweep reduce the full Green function to the
diagonal matrix of left-connected ones. -/
theorem green_reduction {d u l g : ℕ → R} (hg : IsLeftConnected N d u l g)
    {G : Matrix (Fin N) (Fin N) R} (hG : device N d u l * G = 1) :
    (1 + onSite N g * upper N u) * G * (1 + lower N l * onSite N g) = onSite N g := by
  have h1 := onSite_mul_eq_one (N := N) _ _ fun i hi => (hg i hi).2
  have hP := isUnit_lower (N := N) l g
  rw [device_factorization hg] at hG
  generalize 1 + lower N l * onSite N g = P at *
  generalize 1 + onSite N g * upper N u = Q at *
  generalize onSite N (fun i => d i - leftSelfEnergy u l g i) = D at *
  -- a right inverse of the invertible factor `P` is also a left inverse
  have e : D * Q * G * P = 1 := hP.mul_left_cancel (by
    calc P * (D * Q * G * P) = P * D * Q * G * P := by simp only [mul_assoc]
      _ = P * 1 := by rw [hG, one_mul, mul_one])
  calc Q * G * P = onSite N g * D * (Q * G * P) := by rw [h1, one_mul]
    _ = onSite N g * (D * Q * G * P) := by simp only [mul_assoc]
    _ = onSite N g := by rw [e, mul_one]

lemma back_subst_row {g : ℕ → R} {Y J : Matrix (Fin N) (Fin N) R}
    (hJ : ∀ i j : Fin N, (i : ℕ) ≤ j → J i j = 0) (h : Y + Y * J = onSite N g) :
    ∀ (m : ℕ) (i j : Fin N), N - j ≤ m → (i : ℕ) ≤ j → Y i j = onSite N g i j := by
  intro m
  induction m with
  | zero => intro i j hm _; have := j.isLt; omega
  | succ m ih =>
    intro i j hm hij
    have hs : (Y * J) i j = 0 := by
      rw [Matrix.mul_apply]
      refine Finset.sum_eq_zero fun k _ => ?_
      by_cases hk : (k : ℕ) ≤ j
      · rw [hJ k j hk, mul_zero]
      · have hik : i ≠ k := by rintro rfl; omega
        rw [ih i k (by omega) (by omega), onSite, Matrix.diagonal_apply_ne _ hik, zero_mul]
    rw [← h, Matrix.add_apply, hs, add_zero]

lemma back_subst_col {g : ℕ → R} {X K : Matrix (Fin N) (Fin N) R}
    (hK : ∀ i j : Fin N, (j : ℕ) ≤ i → K i j = 0) (h : X + K * X = onSite N g) :
    ∀ (m : ℕ) (i j : Fin N), N - i ≤ m → (j : ℕ) ≤ i → X i j = onSite N g i j := by
  intro m
  induction m with
  | zero => intro i j hm _; have := i.isLt; omega
  | succ m ih =>
    intro i j hm hij
    have hs : (K * X) i j = 0 := by
      rw [Matrix.mul_apply]
      refine Finset.sum_eq_zero fun k _ => ?_
      by_cases hk : (k : ℕ) ≤ i
      · rw [hK i k hk, zero_mul]
      · have hkj : k ≠ j := by rintro rfl; omega
        rw [ih k j (by omega) (by omega), onSite, Matrix.diagonal_apply_ne _ hkj, mul_zero]
    rw [← h, Matrix.add_apply, hs, add_zero]

lemma green_row {d u l g : ℕ → R} (hg : IsLeftConnected N d u l g)
    {G : Matrix (Fin N) (Fin N) R} (hG : device N d u l * G = 1) (i j : Fin N)
    (hij : (i : ℕ) ≤ j) : G i j + g i * (upper N u * G) i j = onSite N g i j := by
  have h := green_reduction hg hG
  rw [mul_add, mul_one] at h
  have h' := back_subst_row (lower_part l g) h N i j (Nat.sub_le _ _) hij
  rw [add_mul, one_mul, mul_assoc, Matrix.add_apply] at h'
  rw [← h']
  simp [onSite]

/-- Green function between neighbouring slices, in terms of the diagonal entry on the right
slice and the left-connected Green function on the left slice. -/
theorem green_neighbours {d u l g : ℕ → R} (hg : IsLeftConnected N d u l g)
    {G : Matrix (Fin N) (Fin N) R} (hG : device N d u l * G = 1) (i j : Fin N)
    (hij : (i : ℕ) + 1 = j) :
    G i j = -(g i * u i * G j j) ∧ G j i = -(G j j * l i * g i) := by
  have hne : i ≠ j := by rintro rfl; omega
  constructor
  · have h := green_row hg hG i j (by omega)
    rw [upper_mul_apply u G i j j hij, onSite, Matrix.diagonal_apply_ne _ hne] at h
    rw [eq_neg_of_add_eq_zero_left h, mul_assoc]
  · have h := green_reduction hg hG
    rw [mul_assoc, add_mul, one_mul] at h
    have h' := back_subst_col (upper_part u g) h N j i (Nat.sub_le _ _) (by omega)
    have e : (G * lower N l * onSite N g) j i = (G * lower N l) j i * g i := by
      simp [onSite]
    rw [mul_add, mul_one, ← mul_assoc, Matrix.add_apply, e, mul_lower_apply l G j i j hij,
      onSite, Matrix.diagonal_apply_ne _ hne.symm] at h'
    exact eq_neg_of_add_eq_zero_left h'

/-- Recursive Green function method: the device matrix is invertible, its Green function on the
last slice is the left-connected one, and the other diagonal entries follow by a backward
recursion. -/
theorem recursive_green_function {d u l g : ℕ → R} (hg : IsLeftConnected N d u l g) :
    IsUnit (device N d u l) ∧
    ∀ G : Matrix (Fin N) (Fin N) R, device N d u l * G = 1 →
      (∀ i : Fin N, (i : ℕ) + 1 = N → G i i = g i) ∧
      (∀ i j : Fin N, (i : ℕ) + 1 = j →
        G i i = g i + g i * u i * G j j * l i * g i) := by
  refine ⟨device_isUnit hg, fun G hG => ⟨fun i hi => ?_, fun i j hij => ?_⟩⟩
  · -- the last slice has no right neighbour
    have hz : (upper N u * G) i i = 0 := by
      rw [Matrix.mul_apply]
      refine Finset.sum_eq_zero fun k _ => ?_
      have hne : (i : ℕ) + 1 ≠ k := by have := k.isLt; omega
      simp [upper, hne]
    have h := green_row hg hG i i le_rfl
    rw [hz, mul_zero, add_zero] at h
    simpa [onSite] using h
  · have h := green_row hg hG i i le_rfl
    rw [upper_mul_apply u G i i j hij, (green_neighbours hg hG i j hij).2, onSite,
      Matrix.diagonal_apply_eq] at h
    rw [eq_sub_of_add_eq h]
    simp only [mul_neg, sub_neg_eq_add, mul_assoc]

/-- A chain of two-orbital slices with noncommuting couplings whose left-connected Green
functions are all the identity. -/
theorem isLeftConnected_witness (N : ℕ) :
    IsLeftConnected (R := Matrix (Fin 2) (Fin 2) ℂ) N
      (fun i => if i = 0 then 1 else !![1, 0; 0, 2])
      (fun _ => !![0, 1; 0, 0]) (fun _ => !![0, 0; 1, 0]) (fun _ => 1) := by
  have e : (!![1, 0; 0, 2] : Matrix (Fin 2) (Fin 2) ℂ)
      - !![0, 0; 1, 0] * !![0, 1; 0, 0] = 1 := by
    ext i j
    fin_cases i <;> fin_cases j <;> norm_num [Matrix.mul_apply, Fin.sum_univ_succ]
  intro i _
  cases i with
  | zero => simp [leftSelfEnergy]
  | succ i =>
    simp only [leftSelfEnergy, Nat.succ_ne_zero, if_false, mul_one, one_mul]
    exact ⟨e, e⟩

end RecursiveGreenDiagonal
```

```lean
#print axioms RecursiveGreenDiagonal.recursive_green_function
```

```
'RecursiveGreenDiagonal.recursive_green_function' depends on axioms: [propext, Classical.choice, Quot.sound]
```

## The device matrix and its left-connected Green functions

Cut the device into $N$ slices, numbered $0,\dots,N-1$, with coupling only between neighbours. Its matrix $A$, which is `device N d u l`, has the entries

$$A_{ii}=d_i,\qquad A_{i,i+1}=u_i,\qquad A_{i+1,i}=l_i .$$

In an orthonormal basis $A=E-H-\Sigma$, where $E$ is the energy, $H$ the Hamiltonian and $\Sigma$ the retarded self-energy of the contacts. If the contacts touch only the end slices, $\Sigma$ is absorbed into $d_0$ and $d_{N-1}$. The couplings $u_i$ and $l_i$ then carry the minus sign of $-H$.

The entries lie in a ring `R` that need not be commutative. For slices with $n$ orbitals, `R` is the ring of complex $n\times n$ matrices, so all slices have the same number of orbitals. The sequences `d`, `u`, `l` and `g` are indexed by all natural numbers, but only the values that fit into $N$ slices matter.

The left self-energy is $\sigma_0=0$ and $\sigma_{i+1}=l_i g_i u_i$. The hypothesis `IsLeftConnected` says that, for every $i<N$, $g_i$ is a two-sided inverse of $d_i-\sigma_i$. Physically, $g_i$ is the Green function on slice $i$ when all slices to its right have been removed; contact self-energies absorbed into the remaining $d_j$ are kept. Its existence is assumed, and it can fail even when $A$ is invertible: at real $E$, an isolated left segment may have a level exactly at $E$.

Under this hypothesis, `recursive_green_function` states that $A$ is invertible and that every $G$ with $AG=1$ satisfies

$$G_{N-1,N-1}=g_{N-1},\qquad G_{ii}=g_i+g_iu_iG_{i+1,i+1}l_ig_i .$$

The second formula applies whenever slice $i+1$ exists; for $N=1$ only the first remains. Since $A$ is invertible, $G$ is its inverse. The theorem `green_neighbours` adds the entries between adjacent slices:

$$G_{i,i+1}=-g_iu_iG_{i+1,i+1},\qquad G_{i+1,i}=-G_{i+1,i+1}l_ig_i .$$

For quantum transport simulation, this gives the slice-diagonal Green function at one fixed energy, for a finite device with nearest-neighbour slice coupling. Occupations out of equilibrium also require the correlation function $G^<$, which is not treated here.

## The forward sweep as a factorization

Let $g$ and $D$ be the diagonal matrices with entries $g_i$ and $d_i-\sigma_i$, and let $U$ and $L$ contain the upper and lower couplings. Then $gD=Dg=1$, and

$$(1+Lg)D(1+gU)=D+DgU+LgD+LgDgU=D+U+L+LgU .$$

In $LgU$, an electron hops one slice to the left, propagates there and hops back. The only nonzero entries are therefore diagonal, $(LgU)_{ii}=l_{i-1}g_{i-1}u_{i-1}=\sigma_i$ for $i\ge1$, and the first one vanishes. Adding $\sigma_i$ to $D$ restores $d_i$, so the product is $A$.

In the file, `hop_propagate_hop` computes $LgU$ entry by entry, treating the first slice separately. `device_factorization` expands the product with `noncomm_ring`, which preserves the order of the factors, and then cancels $gD$ and $Dg$.

The matrices $Lg$ and $gU$ are strictly triangular. Each further power moves the nonzero entries at least one step away from the diagonal, so the $N$th power vanishes. If $K^N=0$, then $1+K$ has the inverse $\sum_{m=0}^{N-1}(-K)^m$. All three factors of $A$ are thus invertible, and so is $A$. The lemma `isUnit_one_add_of_triangular` handles both triangles through an ordering function `f`, which counts slices from the left for $gU$ and from the right for $Lg$.

## The backward sweep from the last slice

Write $P=1+Lg$ and $Q=1+gU$. From $PDQG=1$ and the invertibility of $P$ follows $DQGP=1$. Multiplying by $g$ from the left gives

$$QGP=g,$$

which is `green_reduction`.

Set $Y=QG$. Then $Y+YLg=g$, or in entries

$$Y_{ij}+Y_{i,j+1}l_jg_j=g_i\delta_{ij},$$

where the second term is absent in the last column. Start with that column and move left. For $i\le j$, the entry $Y_{i,j+1}$ lies strictly above the diagonal and is already known to be zero. Hence $Y_{ij}=g_i\delta_{ij}$ for all $i\le j$. The lemma `back_subst_row` does this by induction on a bound for $N-j$. Writing out $Y=G+gUG$ gives the row relation `green_row`, which on the diagonal reads

$$G_{ii}+g_iu_iG_{i+1,i}=g_i .$$

On the last slice the coupling term is absent, so $G_{N-1,N-1}=g_{N-1}$. One step above the diagonal, the same relation gives the formula for $G_{i,i+1}$.

For the other neighbouring entry, set $X=GP$, so that $X+gUX=g$. The same argument, now running upwards from the last row, gives $X_{ij}=g_i\delta_{ij}$ for $j\le i$; this is `back_subst_col`. The entry just below the diagonal is

$$0=X_{i+1,i}=G_{i+1,i}+G_{i+1,i+1}l_ig_i .$$

Inserting this $G_{i+1,i}$ into the diagonal row relation gives

$$G_{ii}=g_i-g_iu_iG_{i+1,i}=g_i+g_iu_iG_{i+1,i+1}l_ig_i .$$

The proof of `recursive_green_function` does the same substitution, and no step exchanges the order of two factors.

## A two-orbital chain that satisfies the hypothesis

`isLeftConnected_witness` gives an example for every $N$, with noncommuting couplings

$$u_i=\begin{pmatrix}0&1\\0&0\end{pmatrix},\qquad l_i=\begin{pmatrix}0&0\\1&0\end{pmatrix}.$$

The first slice has $d_0=1$ and all later ones have $d_i=\mathrm{diag}(1,2)$. Since $l_iu_i=\mathrm{diag}(0,1)$, subtracting the left self-energy leaves the identity on every slice, and all $g_i$ equal $1$.
